# For nonnegative exchange integrals, Müller exchange is convex in occupations between 0 and 1 and at most the Hartree–Fock exchange

Take one spin orbital with occupation $n$ between 0 and 1 and exchange integral $K>0$. The Hartree–Fock expression gives the exchange energy $-\tfrac12 K n^2$. Müller's functional replaces the product $n\cdot n$ by its square root and gives $-\tfrac12 K n$. Since $n^2\le n$, the Müller value is never the higher one, and it is strictly lower for $0<n<1$. It is also a straight line in $n$, while the Hartree–Fock value curves downwards.

With several orbitals, square roots of products of different occupations appear, and the shape of the energy is no longer obvious. It matters when the energy is minimised over fractional occupations: can the search stop in a local minimum that is not the lowest?

## Energies at fixed natural orbitals

The natural spin orbitals are held fixed and labelled by a finite index set, `ι` in Lean, with $r$ elements. The occupations form a vector `n : ι → ℝ`. The exchange integrals $K_{ij}$ and the Coulomb integrals $J_{ij}$ enter as real arrays, with no symmetry assumed.

```lean
import Mathlib

open Finset

namespace MuellerFunctional

noncomputable section

variable {ι : Type*} [Fintype ι]
```

The Müller term, often called exchange–correlation energy, is here called exchange:

$$E_M(n)=-\tfrac12\sum_{i,j}K_{ij}\sqrt{n_in_j}.$$

```lean
/-- The Müller exchange energy of the occupations `n`, for exchange integrals `K` over fixed
natural spin orbitals. -/
def muellerExchange (K : ι → ι → ℝ) (n : ι → ℝ) : ℝ :=
  -(1 / 2) * ∑ i, ∑ j, K i j * Real.sqrt (n i * n j)
```

The Hartree–Fock expression uses the same orbitals and occupations:

$$E_{HF}(n)=-\tfrac12\sum_{i,j}K_{ij}\,n_in_j.$$

```lean
/-- The Hartree-Fock exchange expression for exchange integrals `K` and occupations `n`. -/
def hfExchange (K : ι → ι → ℝ) (n : ι → ℝ) : ℝ :=
  -(1 / 2) * ∑ i, ∑ j, K i j * (n i * n j)
```

The Hartree energy is

$$E_H(n)=\tfrac12\sum_{i,j}J_{ij}\,n_in_j.$$

All three double sums include $i=j$.

```lean
/-- The Hartree energy of the occupations `n`, for Coulomb integrals `J`. -/
def hartreeEnergy (J : ι → ι → ℝ) (n : ι → ℝ) : ℝ :=
  (1 / 2) * ∑ i, ∑ j, J i j * (n i * n j)
```

The total is $E(n)=\sum_i\varepsilon_in_i+E_H(n)+E_M(n)$. Here $\varepsilon_i$ is the expectation value of the kinetic energy plus external potential in orbital $i$, not a Hartree–Fock orbital energy.

```lean
/-- The Müller energy at fixed orbitals: one-electron energies `ε`, Hartree energy and
Müller exchange. -/
def muellerEnergy (ε : ι → ℝ) (J K : ι → ι → ℝ) (n : ι → ℝ) : ℝ :=
  ∑ i, ε i * n i + hartreeEnergy J n + muellerExchange K n
```

Where $K_{ij}\ge0$ is assumed below, it stands for the fact that an exchange integral is twice the Coulomb self-energy of the overlap density of two orbitals, and this self-energy is nonnegative.

## (a) Mixing two pairs of occupations

Two orbitals have occupations $x,y$ in one state and $u,v$ in another, all nonnegative. Show for weights $a,b\ge0$ that

$$a\sqrt{xy}+b\sqrt{uv}\le\sqrt{(ax+bu)(ay+bv)}.$$

**Solution.** Subtract the square of the left side from the square of the right side. The terms $a^2xy$ and $b^2uv$ cancel, which leaves

$$ab\left(xv+uy-2\sqrt{xyuv}\right)=ab\left(\sqrt{xv}-\sqrt{uy}\right)^2\ge0.$$

Both sides are nonnegative, so the inequality follows on taking roots.

In Lean, `Real.abs_le_sqrt` reduces the claim to the squares, and `nlinarith` receives the square above, multiplied by $ab$. The weights need not add up to one.

```lean
/-- The geometric mean of two nonnegative occupations is jointly concave: mixing two pairs
with nonnegative weights gives at least the mixture of their geometric means. -/
theorem geometric_mean_concave {x y u v a b : ℝ} (hx : 0 ≤ x) (hy : 0 ≤ y) (hu : 0 ≤ u)
    (hv : 0 ≤ v) (ha : 0 ≤ a) (hb : 0 ≤ b) :
    a * Real.sqrt (x * y) + b * Real.sqrt (u * v)
      ≤ Real.sqrt ((a * x + b * u) * (a * y + b * v)) := by
  rw [Real.sqrt_mul hx y, Real.sqrt_mul hu v]
  refine (le_abs_self _).trans (Real.abs_le_sqrt ?_)
  -- Cauchy-Schwarz for two-component vectors of square roots
  calc (a * (Real.sqrt x * Real.sqrt y) + b * (Real.sqrt u * Real.sqrt v)) ^ 2
      ≤ (a * Real.sqrt x ^ 2 + b * Real.sqrt u ^ 2)
          * (a * Real.sqrt y ^ 2 + b * Real.sqrt v ^ 2) := by
        nlinarith [mul_nonneg (mul_nonneg ha hb)
          (sq_nonneg (Real.sqrt x * Real.sqrt v - Real.sqrt u * Real.sqrt y))]
    _ = (a * x + b * u) * (a * y + b * v) := by
        rw [Real.sq_sqrt hx, Real.sq_sqrt hy, Real.sq_sqrt hu, Real.sq_sqrt hv]
```

## (b) A product against its square root

For $x,y\in[0,1]$, show that

$$xy\le\sqrt{xy}.$$

**Solution.** The product $p=xy$ lies in $[0,1]$, so $p(1-p)\ge0$, that is, $p^2\le p$. Taking roots gives $p\le\sqrt p$.

The facts `h0` and `h1` place $p$ in $[0,1]$, and the last line uses $p(1-p)\ge0$.

```lean
/-- For two occupations between 0 and 1, the product is at most its square root. -/
theorem mul_le_sqrt_mul {x y : ℝ} (hx : 0 ≤ x) (hx1 : x ≤ 1) (hy : 0 ≤ y) (hy1 : y ≤ 1) :
    x * y ≤ Real.sqrt (x * y) := by
  have h0 : 0 ≤ x * y := mul_nonneg hx hy
  have h1 : x * y ≤ 1 := by nlinarith [mul_nonneg hx (sub_nonneg.2 hy1)]
  refine (le_abs_self _).trans (Real.abs_le_sqrt ?_)
  nlinarith [mul_nonneg h0 (sub_nonneg.2 h1)]
```

## (c) All pairs together

Let $K_{ij}\ge0$. From here on $x$ and $y$ are whole occupation vectors. For nonnegative $x,y$ and $a,b\ge0$ with $a+b=1$, show that

$$E_M(ax+by)\le aE_M(x)+bE_M(y).$$

**Solution.** Apply (a) to each pair $i,j$, multiply by $K_{ij}\ge0$ and sum:

$$a\sum_{i,j}K_{ij}\sqrt{x_ix_j}+b\sum_{i,j}K_{ij}\sqrt{y_iy_j}\le\sum_{i,j}K_{ij}\sqrt{(ax_i+by_i)(ax_j+by_j)}.$$

The factor $-\tfrac12$ reverses the inequality.

`Set.Ici 0` is the set of vectors with all components nonnegative. `ConvexOn` states that this set is convex and that the inequality holds on it. The summed inequality is `h`, proved term by term with `sum_le_sum`.

```lean
/-- For nonnegative exchange integrals, the Müller exchange energy is convex on all
nonnegative occupations. -/
theorem muellerExchange_convexOn {K : ι → ι → ℝ} (hK : ∀ i j, 0 ≤ K i j) :
    ConvexOn ℝ (Set.Ici (0 : ι → ℝ)) (muellerExchange K) := by
  refine ⟨convex_Ici 0, fun x hx y hy a b ha hb hab => ?_⟩
  have h : a * ∑ i, ∑ j, K i j * Real.sqrt (x i * x j)
      + b * ∑ i, ∑ j, K i j * Real.sqrt (y i * y j)
      ≤ ∑ i, ∑ j, K i j * Real.sqrt ((a * x i + b * y i) * (a * x j + b * y j)) := by
    simp only [mul_sum, ← sum_add_distrib]
    refine sum_le_sum fun i _ => sum_le_sum fun j _ => ?_
    have hij := mul_le_mul_of_nonneg_left
      (geometric_mean_concave (hx i) (hx j) (hy i) (hy j) ha hb) (hK i j)
    linarith
  simp only [muellerExchange, Pi.add_apply, Pi.smul_apply, smul_eq_mul]
  linarith
```

## (d) The Pauli box

Let $K_{ij}\ge0$. Show that $E_M$ is convex on $[0,1]^r$ and that for every $n$ in this box

$$E_M(n)\le E_{HF}(n).$$

**Solution.** The box is a convex subset of the nonnegative vectors, so convexity follows from (c). By (b), $K_{ij}n_in_j\le K_{ij}\sqrt{n_in_j}$ for each pair. Summing and multiplying by $-\tfrac12$ gives the comparison.

The box is `Set.Icc 0 1`, with the order taken component by component. The method `subset` restricts the convexity statement to it.

```lean
/-- For nonnegative exchange integrals and occupations between 0 and 1, the Müller exchange
energy is convex and is at most the Hartree-Fock exchange. -/
theorem muellerExchange_convex_and_le_hf {K : ι → ι → ℝ} (hK : ∀ i j, 0 ≤ K i j) :
    ConvexOn ℝ (Set.Icc (0 : ι → ℝ) 1) (muellerExchange K) ∧
      ∀ n ∈ Set.Icc (0 : ι → ℝ) 1, muellerExchange K n ≤ hfExchange K n := by
  refine ⟨(muellerExchange_convexOn hK).subset Set.Icc_subset_Ici_self (convex_Icc 0 1),
    fun n hn => ?_⟩
  have h : ∑ i, ∑ j, K i j * (n i * n j) ≤ ∑ i, ∑ j, K i j * Real.sqrt (n i * n j) :=
    sum_le_sum fun i _ => sum_le_sum fun j _ => mul_le_mul_of_nonneg_left
      (mul_le_sqrt_mul (hn.1 i) (hn.2 i) (hn.1 j) (hn.2 j)) (hK i j)
  unfold muellerExchange hfExchange
  linarith
```

## (e) When the two exchange energies agree

Let $K_{ij}\ge0$ and also $K_{ii}>0$ for every $i$, as holds for the self-repulsion of a normalised orbital's density. For $n\in[0,1]^r$, show that

$$E_M(n)=E_{HF}(n)\iff n_i\in\{0,1\}\ \text{for all } i.$$

**Solution.** If the energies agree, the two double sums are equal. Their terms are ordered by (b), so they agree one by one. The diagonal terms give $K_{ii}n_i^2=K_{ii}n_i$, hence $n_i(n_i-1)=0$. Conversely, if all occupations are 0 or 1, every product $n_in_j$ is 0 or 1 and equals its own root.

Lean applies `sum_eq_sum_iff_of_le` twice, to the outer and then the inner sum, and cancels $K_{ii}$ in `h3`.

```lean
/-- If the exchange integrals are nonnegative and the diagonal ones positive, then for
occupations between 0 and 1 the two exchange energies agree exactly when every occupation
is 0 or 1. -/
theorem muellerExchange_eq_hf_iff {K : ι → ι → ℝ} (hK : ∀ i j, 0 ≤ K i j)
    (hd : ∀ i, 0 < K i i) {n : ι → ℝ} (hn : n ∈ Set.Icc (0 : ι → ℝ) 1) :
    muellerExchange K n = hfExchange K n ↔ ∀ i, n i = 0 ∨ n i = 1 := by
  have hn0 : ∀ i, 0 ≤ n i := fun i => hn.1 i
  have term : ∀ i j, K i j * (n i * n j) ≤ K i j * Real.sqrt (n i * n j) := fun i j =>
    mul_le_mul_of_nonneg_left (mul_le_sqrt_mul (hn0 i) (hn.2 i) (hn0 j) (hn.2 j)) (hK i j)
  constructor
  · intro h i
    unfold muellerExchange hfExchange at h
    have hs : ∑ i, ∑ j, K i j * (n i * n j)
        = ∑ i, ∑ j, K i j * Real.sqrt (n i * n j) := by linarith
    -- equal sums of ordered terms are equal term by term
    rw [sum_eq_sum_iff_of_le] at hs
    · have h1 := hs i (mem_univ i)
      rw [sum_eq_sum_iff_of_le] at h1
      · have h2 := h1 i (mem_univ i)
        rw [Real.sqrt_mul_self (hn0 i)] at h2
        have h3 := mul_left_cancel₀ (hd i).ne' h2
        have h4 : n i * (n i - 1) = 0 := by linear_combination h3
        rcases mul_eq_zero.1 h4 with h5 | h5
        · exact Or.inl h5
        · exact Or.inr (by linarith)
      · exact fun j _ => term i j
    · exact fun k _ => sum_le_sum fun j _ => term k j
  · intro h
    have hsq : ∀ i j, Real.sqrt (n i * n j) = n i * n j := by
      intro i j
      rcases h i with hi | hi <;> rcases h j with hj | hj <;> simp [hi, hj]
    simp only [muellerExchange, hfExchange, hsq]
```

## (f) Filling one orbital in Hartree–Fock

Suppose $K_{ii}>0$ for one orbital $i$; the other entries of $K$ are arbitrary. Show that $E_{HF}$ is not convex on $[0,1]^r$ by finding $x,y$ in the box with

$$E_{HF}\left(\tfrac12x+\tfrac12y\right)>\tfrac12E_{HF}(x)+\tfrac12E_{HF}(y).$$

**Solution.** Leave all other orbitals empty and give orbital $i$ the occupation $t$. Then $E_{HF}=-\tfrac12K_{ii}t^2$. Let $x$ have $t=0$ and $y$ have $t=1$. The midpoint has energy $-\tfrac18K_{ii}$, which is above the average $-\tfrac14K_{ii}$ of the ends.

The vector is `Pi.single i t`. The steps `e`, `mem` and `hmid` compute its energy, place it in the box and identify the midpoint.

```lean
/-- The Hartree-Fock exchange is not convex on occupations between 0 and 1 if some diagonal
exchange integral is positive. -/
theorem hfExchange_not_convexOn {K : ι → ι → ℝ} (i : ι) (hi : 0 < K i i) :
    ¬ ConvexOn ℝ (Set.Icc (0 : ι → ℝ) 1) (hfExchange K) := by
  classical
  intro hc
  have e : ∀ t : ℝ, hfExchange K (Pi.single i t) = -(1 / 2) * (K i i * (t * t)) := by
    intro t
    unfold hfExchange
    rw [sum_eq_single i, sum_eq_single i]
    · simp
    · intro k _ hk
      simp [hk]
    · simp
    · intro k _ hk
      simp [hk]
    · simp
  have mem : ∀ t : ℝ, 0 ≤ t → t ≤ 1 → (Pi.single i t : ι → ℝ) ∈ Set.Icc (0 : ι → ℝ) 1 := by
    intro t h0 h1
    refine ⟨fun k => ?_, fun k => ?_⟩ <;> by_cases hk : k = i <;> simp [hk, h0, h1]
  -- compare the half-filled orbital with the empty and the filled one
  have hmid : (1 / 2 : ℝ) • (Pi.single i 0 : ι → ℝ) + (1 / 2 : ℝ) • (Pi.single i 1 : ι → ℝ)
      = Pi.single i (1 / 2) := by
    ext k
    by_cases hk : k = i <;> simp [hk]
  have h := hc.2 (mem 0 le_rfl zero_le_one) (mem 1 zero_le_one le_rfl)
    (by norm_num : (0 : ℝ) ≤ 1 / 2) (by norm_num : (0 : ℝ) ≤ 1 / 2) (by norm_num)
  rw [hmid, e, e, e] at h
  simp only [smul_eq_mul] at h
  linarith
```

## (g) The Hartree energy

Assume $E_H(n)\ge0$ for all real $n$, of either sign. This stands for the nonnegative Coulomb self-energy of any real charge density, here a combination of orbital densities. For all real $x,y$ and $a,b\ge0$ with $a+b=1$, show that

$$E_H(ax+by)\le aE_H(x)+bE_H(y).$$

**Solution.** Since $1-a=b$, for each pair

$$ax_ix_j+by_iy_j-(ax_i+by_i)(ax_j+by_j)=ab(x_i-y_i)(x_j-y_j).$$

Multiplying by $\tfrac12J_{ij}$ and summing gives

$$aE_H(x)+bE_H(y)-E_H(ax+by)=ab\,E_H(x-y)\ge0.$$

The difference $x-y$ can have components of both signs, so the assumption is used beyond physical occupations. The identity, without the factor $\tfrac12$, is `key`.

```lean
/-- If the Hartree energy is nonnegative for all real `n`, of either sign, then it is
convex. -/
theorem hartreeEnergy_convexOn {J : ι → ι → ℝ} (hJ : ∀ n, 0 ≤ hartreeEnergy J n) :
    ConvexOn ℝ Set.univ (hartreeEnergy J) := by
  refine ⟨convex_univ, fun x _ y _ a b ha hb hab => ?_⟩
  have hb' : b = 1 - a := by linarith
  -- the convexity gap is the Hartree energy of the difference
  have key : a * ∑ i, ∑ j, J i j * (x i * x j) + b * ∑ i, ∑ j, J i j * (y i * y j)
      = ∑ i, ∑ j, J i j * ((a * x i + b * y i) * (a * x j + b * y j))
        + a * b * ∑ i, ∑ j, J i j * ((x i - y i) * (x j - y j)) := by
    simp only [mul_sum, ← sum_add_distrib]
    refine sum_congr rfl fun i _ => sum_congr rfl fun j _ => ?_
    rw [hb']
    ring
  have h0 := mul_nonneg (mul_nonneg ha hb) (hJ (x - y))
  simp only [hartreeEnergy, Pi.sub_apply] at h0
  simp only [hartreeEnergy, Pi.add_apply, Pi.smul_apply, smul_eq_mul]
  linarith
```

## (h) The total energy

Keep the assumption of (g) and $K_{ij}\ge0$. For nonnegative $x,y$ and $a,b\ge0$ with $a+b=1$, show that

$$E(ax+by)\le aE(x)+bE(y).$$

**Solution.** The one-electron term is linear:

$$\sum_i\varepsilon_i(ax_i+by_i)=a\sum_i\varepsilon_ix_i+b\sum_i\varepsilon_iy_i.$$

Add this equality to the inequalities of (g) and (c).

These three ingredients are `hl`, `hH` and `hM`. The $\varepsilon_i$ may have any sign.

```lean
/-- With nonnegative exchange integrals and a Hartree form that is nonnegative for all real
`n`, the Müller energy at fixed orbitals is convex on nonnegative occupations. -/
theorem muellerEnergy_convexOn (ε : ι → ℝ) {J K : ι → ι → ℝ}
    (hJ : ∀ n, 0 ≤ hartreeEnergy J n) (hK : ∀ i j, 0 ≤ K i j) :
    ConvexOn ℝ (Set.Ici (0 : ι → ℝ)) (muellerEnergy ε J K) := by
  refine ⟨convex_Ici 0, fun x hx y hy a b ha hb hab => ?_⟩
  have hM := (muellerExchange_convexOn hK).2 hx hy ha hb hab
  have hH := (hartreeEnergy_convexOn hJ).2 (Set.mem_univ x) (Set.mem_univ y) ha hb hab
  have hl : ∑ i, ε i * (a • x + b • y) i = a * ∑ i, ε i * x i + b * ∑ i, ε i * y i := by
    simp only [mul_sum, ← sum_add_distrib, Pi.add_apply, Pi.smul_apply, smul_eq_mul]
    exact sum_congr rfl fun i _ => by ring
  simp only [smul_eq_mul] at hM hH ⊢
  unfold muellerEnergy
  rw [hl]
  linarith
```

## (i) Minimising at fixed particle number

Let $S_N$ be the set of $m\in[0,1]^r$ with $\sum_im_i=N$, where $N$ is any real number. Under the assumptions of (h), let $n\in S_N$ be a local minimum of $E$ on $S_N$. Show that

$$E(n)\le E(m)\quad\text{for all } m\in S_N.$$

**Solution.** The set $S_N$ is convex, because mixing keeps both the box and the sum. Suppose some $m\in S_N$ had $E(m)<E(n)$. For $0<t\le1$ the point $(1-t)n+tm$ lies in $S_N$, and by (h)

$$E((1-t)n+tm)\le(1-t)E(n)+tE(m)<E(n).$$

As $t\to0$ these points come arbitrarily close to $n$, which contradicts the local minimum.

`IsLocalMinOn` compares $n$ only with nearby points of $S_N$, `IsMinOn` with all of them. Lean proves the convexity of $S_N$ as `hconv` and takes the segment argument from Mathlib.

For a Müller calculation in a finite basis with frozen orbitals, the occupation search therefore has no false local minima. A full calculation also optimises the orbitals, and that step lies beyond this statement.

```lean
/-- With nonnegative exchange integrals and a Hartree energy that is nonnegative for all real
vectors, of either sign, a local minimum of the Müller energy over occupations between 0 and 1 with
particle number `N`, at fixed orbitals, is a global one. -/
theorem local_min_is_global (ε : ι → ℝ) {J K : ι → ι → ℝ}
    (hJ : ∀ n, 0 ≤ hartreeEnergy J n) (hK : ∀ i j, 0 ≤ K i j) (N : ℝ) {n : ι → ℝ}
    (hn : n ∈ {m : ι → ℝ | m ∈ Set.Icc (0 : ι → ℝ) 1 ∧ ∑ i, m i = N})
    (hmin : IsLocalMinOn (muellerEnergy ε J K)
      {m : ι → ℝ | m ∈ Set.Icc (0 : ι → ℝ) 1 ∧ ∑ i, m i = N} n) :
    IsMinOn (muellerEnergy ε J K)
      {m : ι → ℝ | m ∈ Set.Icc (0 : ι → ℝ) 1 ∧ ∑ i, m i = N} n := by
  have hbox : Convex ℝ (Set.Icc (0 : ι → ℝ) 1) := convex_Icc 0 1
  have hconv : Convex ℝ {m : ι → ℝ | m ∈ Set.Icc (0 : ι → ℝ) 1 ∧ ∑ i, m i = N} := by
    intro x hx y hy a b ha hb hab
    have h1 : ∑ i, x i = N := hx.2
    have h2 : ∑ i, y i = N := hy.2
    refine ⟨hbox hx.1 hy.1 ha hb hab, ?_⟩
    simp only [Pi.add_apply, Pi.smul_apply, smul_eq_mul, sum_add_distrib, ← mul_sum]
    rw [h1, h2, ← add_mul, hab, one_mul]
  exact IsMinOn.of_isLocalMinOn_of_convexOn hn hmin
    ((muellerEnergy_convexOn ε hJ hK).subset (fun m hm => hm.1.1) hconv)

end

end MuellerFunctional
```

```lean
#print axioms MuellerFunctional.muellerExchange_convex_and_le_hf
#print axioms MuellerFunctional.muellerExchange_eq_hf_iff
#print axioms MuellerFunctional.hfExchange_not_convexOn
#print axioms MuellerFunctional.local_min_is_global
```

```
'MuellerFunctional.muellerExchange_convex_and_le_hf' depends on axioms: [propext, Classical.choice, Quot.sound]
'MuellerFunctional.muellerExchange_eq_hf_iff' depends on axioms: [propext, Classical.choice, Quot.sound]
'MuellerFunctional.hfExchange_not_convexOn' depends on axioms: [propext, Classical.choice, Quot.sound]
'MuellerFunctional.local_min_is_global' depends on axioms: [propext, Classical.choice, Quot.sound]
```
